# For a Hermitian matrix $H$, $\operatorname{Im} z>0$ and $t>0$, Newton-Schulz iteration from $-it\,\mathbb 1$ converges to $(z-H)^{-1}$ exactly when $t\,|z-e_i|^2<2\operatorname{Im}z$ for every eigenvalue $e_i$

Take a single level at energy $0$ and set $z=i$, so that the Green function is $1/z=-i$. I compute it without dividing, by repeating $X\mapsto X(2-zX)$ from $X_0=-it$. With $t=1$ I am at the answer already. With $t=2$ the first step gives $0$, and there it stays. With $t=3$ I get $3i$, then $15i$, and it runs away. Now I want the Green function of a Hamiltonian matrix with many levels, some close to $z$ and some far away, again starting from $-it$ times the identity. How small must $t$ be, and can one distant level spoil the whole calculation?

## The farthest level from $z$ sets the limit on $t$

Yes, one distant level is enough. In your example the error factor is $1-zX_0=1-t$, and each step squares it. It dies out for $0<t<2$, stays at $1$ from the first step on for $t=2$, and grows for $t=3$. A matrix does the same thing level by level.

Write $A=z-H$, $y=\operatorname{Im}z>0$, and let $R_k=\mathbb 1-AX_k$ be the residual of the $k$-th iterate. Since $X_{k+1}=X_k(2-AX_k)=X_k(\mathbb 1+R_k)$,

$$AX_{k+1}=(\mathbb 1-R_k)(\mathbb 1+R_k)=\mathbb 1-R_k^2,$$

so $R_{k+1}=R_k^2$ and $R_k=R_0^{2^k}$.

Let $H=U\,\mathrm{diag}(e)\,U^\dagger$ with $U$ unitary and the $e_i$ real. Then $A=U\,\mathrm{diag}(z-e_i)\,U^\dagger$, which is invertible because each $z-e_i$ has imaginary part $y>0$. From $X_0=-it\,\mathbb 1$ we get

$$R_0=\mathbb 1+itA=U\,\mathrm{diag}(r_i)\,U^\dagger,\qquad r_i=1+it(z-e_i),$$

and therefore $R_k=U\,\mathrm{diag}(r_i^{2^k})\,U^\dagger$. The real part of $it(z-e_i)$ is $-ty$, so

$$|r_i|^2=1-2ty+t^2|z-e_i|^2=1-t\left(2y-t|z-e_i|^2\right).$$

As $t>0$, this is below one exactly when $t|z-e_i|^2<2y$.

If $|r_i|<1$, then $r_i^{2^k}\to0$. If $|r_i|\ge1$, all these powers have modulus at least one and cannot tend to zero. Finally, $R_k=\mathbb 1-AX_k$ and $X_k=A^{-1}(\mathbb 1-R_k)$, so $X_k\to A^{-1}$ if and only if $R_k\to0$, that is, if and only if the inequality holds for every $i$.

For a safe start you need only a bound $|z-e_i|\le R$ for all levels, with $R>0$. Taking $t=y/R^2$ gives

$$|r_i|^2=1-\frac{y}{R^2}\left(2y-\frac{y\,|z-e_i|^2}{R^2}\right)\le1-\left(\frac yR\right)^2<1.$$

The condition $t>0$ cannot be relaxed to $t\ge0$. In your one-level example with $t=0$, the inequality reads $0<2$ and is true, but the iteration starts at zero and never leaves it, while the Green function is $-i$.

Green functions at complex energies are used in electronic structure to build density matrices by contour integration, and the criterion applies at contour points with $\operatorname{Im}z>0$, for a finite Hermitian matrix in an orthonormal basis and exact matrix products. Some linear-scaling methods based on sparse matrix products also discard small matrix elements along the way. The theorem covers neither that truncation nor rounding errors.

## Reading the Lean theorem as a statement about levels

The main theorem is `tendsto_green_iff`. The finite type `n` labels the orbitals, which are the columns of `U`; `hU` says that `U` is unitary, and `star U` is its conjugate transpose. A real orthogonal matrix, read as a complex one, is a special case. The energies `e : n → ℝ` are real by their type, which makes `hamiltonian U e` Hermitian. The eigenvectors serve to state the result; the update itself uses only $z-H$.

`shifted U e z` is $z-H$, which fixes the sign convention of the Green function as $(z-H)^{-1}$. `newtonSchulz` defines the update in any ring, and `greenIterate` applies it to $z-H$ from $-it\,\mathbb 1$. `startFactor z t x` is the factor $r$ at orbital energy `x`, a letter that does not mean position here.

`Tendsto … atTop (𝓝 …)` says that the matrices converge entry by entry as the step number grows. The theorem is about convergence to the Green function, not about convergence to some limit: your $t=2$ run does converge, but to zero. Lean gives singular matrices an inverse by convention, so `shifted_mul_green` shows that $z-H$ has a true one, with weights $1/(z-e_i)$ in the orbitals.

`tendsto_green_of_bound` states convergence for the safe start $t=y/R^2$, and `startFactor_bound` gives its bound on $|r|^2$.

```lean
import Mathlib

open Matrix Filter Topology

namespace NewtonSchulzGreen

noncomputable section

variable {n : Type*} [Fintype n] [DecidableEq n]

/-- The Newton-Schulz iterates `X ↦ X (2 - A X)` started from `X₀`. -/
def newtonSchulz {R : Type*} [Ring R] (A X₀ : R) : ℕ → R
  | 0 => X₀
  | k + 1 => newtonSchulz A X₀ k * (2 - A * newtonSchulz A X₀ k)

/-- The matrix `U diag(e) U†`. For unitary `U` it is the Hamiltonian with orbital energies `e` and
orbitals the columns of `U`. -/
def hamiltonian (U : Matrix n n ℂ) (e : n → ℝ) : Matrix n n ℂ :=
  U * diagonal (fun i => (e i : ℂ)) * star U

/-- The matrix `z - H` at complex energy `z`. -/
def shifted (U : Matrix n n ℂ) (e : n → ℝ) (z : ℂ) : Matrix n n ℂ :=
  z • (1 : Matrix n n ℂ) - hamiltonian U e

/-- The Newton-Schulz iterates for `z - H`, started from `-it` times the identity. -/
def greenIterate (U : Matrix n n ℂ) (e : n → ℝ) (z : ℂ) (t : ℝ) : ℕ → Matrix n n ℂ :=
  newtonSchulz (shifted U e z) ((-(Complex.I * t)) • (1 : Matrix n n ℂ))

/-- The initial residual `1 + it(z - x)` at orbital energy `x`. -/
def startFactor (z : ℂ) (t x : ℝ) : ℂ := 1 + Complex.I * t * (z - x)

/-- The residual `1 - A X` is squared in each step, so after `k` steps it is the
initial residual to the power `2 ^ k`. -/
theorem newtonSchulz_residual {R : Type*} [Ring R] (A X₀ : R) (k : ℕ) :
    1 - A * newtonSchulz A X₀ k = (1 - A * X₀) ^ 2 ^ k := by
  induction k with
  | zero => simp [newtonSchulz]
  | succ k ih =>
    have h2 : (2 : R) = 1 + 1 := one_add_one_eq_two.symm
    calc 1 - A * newtonSchulz A X₀ (k + 1)
        = (1 - A * newtonSchulz A X₀ k) ^ 2 := by
          simp only [newtonSchulz]
          rw [h2]
          noncomm_ring
      _ = (1 - A * X₀) ^ 2 ^ (k + 1) := by
          rw [ih, ← pow_mul, pow_succ (2 : ℕ) k]

/-- Matrices that are diagonal in the same orthonormal orbitals multiply
eigenvalue by eigenvalue. -/
theorem spectral_mul {U : Matrix n n ℂ} (hU : U ∈ unitaryGroup n ℂ) (a b : n → ℂ) :
    (U * diagonal a * star U) * (U * diagonal b * star U)
      = U * diagonal (fun i => a i * b i) * star U := by
  calc (U * diagonal a * star U) * (U * diagonal b * star U)
      = U * diagonal a * (star U * U) * diagonal b * star U := by
        simp only [Matrix.mul_assoc]
    _ = U * diagonal (fun i => a i * b i) * star U := by
        rw [mem_unitaryGroup_iff'.mp hU, Matrix.mul_one,
          Matrix.mul_assoc U (diagonal a), diagonal_mul_diagonal]

/-- For unitary `U`, the matrix `z - H` has the eigenvalues `z - e i` in the orbitals of `H`. -/
theorem shifted_spectral {U : Matrix n n ℂ} (hU : U ∈ unitaryGroup n ℂ)
    (e : n → ℝ) (z : ℂ) :
    shifted U e z = U * diagonal (fun i => z - (e i : ℂ)) * star U := by
  have hd : diagonal (fun i => z - (e i : ℂ))
      = z • (1 : Matrix n n ℂ) - diagonal (fun i => (e i : ℂ)) := by
    ext i j
    by_cases h : i = j <;> simp [h]
  rw [hd, Matrix.mul_sub, Matrix.sub_mul, Matrix.mul_smul, Matrix.smul_mul,
    Matrix.mul_one, mem_unitaryGroup_iff.mp hU, shifted, hamiltonian]

/-- For unitary `U` and `Im z > 0`, the spectral sum with weights `1 / (z - e i)` is a
right inverse of `z - H`. -/
theorem shifted_mul_green {U : Matrix n n ℂ} (hU : U ∈ unitaryGroup n ℂ)
    (e : n → ℝ) {z : ℂ} (hz : 0 < z.im) :
    shifted U e z * (U * diagonal (fun i => (z - (e i : ℂ))⁻¹) * star U) = 1 := by
  have hne : ∀ i, z - (e i : ℂ) ≠ 0 := by
    intro i h
    have him := congrArg Complex.im h
    simp at him
    linarith
  have h1 : (fun i => (z - (e i : ℂ)) * (z - (e i : ℂ))⁻¹) = fun _ => (1 : ℂ) :=
    funext fun i => mul_inv_cancel₀ (hne i)
  rw [shifted_spectral hU, spectral_mul hU, h1, diagonal_one, Matrix.mul_one,
    mem_unitaryGroup_iff.mp hU]

/-- For unitary `U`, the residual after `k` steps is diagonal in the orbitals of `H`, with
entries `(1 + it(z - e i)) ^ (2 ^ k)`. -/
theorem green_residual {U : Matrix n n ℂ} (hU : U ∈ unitaryGroup n ℂ)
    (e : n → ℝ) (z : ℂ) (t : ℝ) (k : ℕ) :
    1 - shifted U e z * greenIterate U e z t k
      = U * diagonal (fun i => startFactor z t (e i) ^ 2 ^ k) * star U := by
  have hd : diagonal (fun i => startFactor z t (e i))
      = 1 + (Complex.I * t) • diagonal (fun i => z - (e i : ℂ)) := by
    ext i j
    by_cases h : i = j <;> simp [h, startFactor]
  have h0 : 1 - shifted U e z * ((-(Complex.I * t)) • (1 : Matrix n n ℂ))
      = U * diagonal (fun i => startFactor z t (e i)) * star U := by
    rw [hd, Matrix.mul_add, Matrix.add_mul, Matrix.mul_one, mem_unitaryGroup_iff.mp hU,
      Matrix.mul_smul, Matrix.mul_smul, Matrix.smul_mul, ← shifted_spectral hU e z,
      Matrix.mul_one, neg_smul, sub_neg_eq_add]
  have hpow : ∀ m : ℕ, (U * diagonal (fun i => startFactor z t (e i)) * star U) ^ m
      = U * diagonal (fun i => startFactor z t (e i) ^ m) * star U := by
    intro m
    induction m with
    | zero => simp only [pow_zero, diagonal_one, Matrix.mul_one, mem_unitaryGroup_iff.mp hU]
    | succ m ih => simp only [pow_succ, ih, spectral_mul hU]
  rw [greenIterate, newtonSchulz_residual, h0, hpow]

/-- The squared modulus of the initial residual at orbital energy `x` is
`1 - t (2 Im z - t |z - x|²)`. -/
theorem norm_sq_startFactor (z : ℂ) (t x : ℝ) :
    ‖startFactor z t x‖ ^ 2 = 1 - t * (2 * z.im - t * ‖z - (x : ℂ)‖ ^ 2) := by
  rw [Complex.sq_norm, Complex.sq_norm, Complex.normSq_apply, Complex.normSq_apply]
  simp [startFactor]
  ring

/-- For `t > 0`, the initial residual at orbital energy `x` has modulus below one exactly
when `t |z - x|² < 2 Im z`. -/
theorem startFactor_lt_one_iff (z : ℂ) {t : ℝ} (ht : 0 < t) (x : ℝ) :
    ‖startFactor z t x‖ < 1 ↔ t * ‖z - (x : ℂ)‖ ^ 2 < 2 * z.im := by
  have h := norm_sq_startFactor z t x
  have hn := norm_nonneg (startFactor z t x)
  constructor
  · intro hf
    by_contra hc
    have h1 := mul_nonneg ht.le (sub_nonneg.mpr (not_lt.mp hc))
    nlinarith
  · intro hc
    have h1 := mul_pos ht (sub_pos.mpr hc)
    nlinarith

/-- Repeated squaring drives a complex number to zero exactly when its modulus is below one. -/
theorem tendsto_squaring_iff (r : ℂ) :
    Tendsto (fun k : ℕ => r ^ 2 ^ k) atTop (𝓝 0) ↔ ‖r‖ < 1 := by
  constructor
  · intro h
    by_contra hr
    have h1 : (1 : ℝ) ≤ ‖(0 : ℂ)‖ := ge_of_tendsto' h.norm fun k => by
      rw [norm_pow]
      exact one_le_pow₀ (not_lt.mp hr)
    rw [norm_zero] at h1
    linarith
  · intro h
    have h2 : Tendsto (fun k : ℕ => 2 ^ k) atTop atTop :=
      tendsto_atTop_mono (fun k => Nat.lt_two_pow_self.le) tendsto_id
    exact (tendsto_pow_atTop_nhds_zero_of_norm_lt_one h).comp h2

/-- For unitary `U`, `Im z > 0` and `t > 0`, the Newton-Schulz iterates from `-it` times the
identity converge to the Green function `(z - H)⁻¹` if and only if
`t |z - e i|² < 2 Im z` for every orbital energy. -/
theorem tendsto_green_iff {U : Matrix n n ℂ} (hU : U ∈ unitaryGroup n ℂ)
    (e : n → ℝ) {z : ℂ} (hz : 0 < z.im) {t : ℝ} (ht : 0 < t) :
    Tendsto (greenIterate U e z t) atTop (𝓝 (shifted U e z)⁻¹)
      ↔ ∀ i, t * ‖z - (e i : ℂ)‖ ^ 2 < 2 * z.im := by
  have hA : shifted U e z * (shifted U e z)⁻¹ = 1 := by
    rw [Matrix.inv_eq_right_inv (shifted_mul_green hU e hz)]
    exact shifted_mul_green hU e hz
  have hA' : (shifted U e z)⁻¹ * shifted U e z = 1 := mul_eq_one_comm.mp hA
  constructor
  · intro h i
    rw [← startFactor_lt_one_iff z ht, ← tendsto_squaring_iff]
    -- the residual, seen in the orbital basis, tends to zero
    have h1 := ((tendsto_const_nhds (x := (1 : Matrix n n ℂ))).sub
      (h.const_mul (shifted U e z))).const_mul (star U) |>.mul_const U
    have h2 : ∀ k, star U * (1 - shifted U e z * greenIterate U e z t k) * U
        = diagonal (fun i => startFactor z t (e i) ^ 2 ^ k) := by
      intro k
      rw [green_residual hU]
      calc star U * (U * diagonal (fun i => startFactor z t (e i) ^ 2 ^ k) * star U) * U
          = (star U * U) * diagonal (fun i => startFactor z t (e i) ^ 2 ^ k)
              * (star U * U) := by simp only [Matrix.mul_assoc]
        _ = _ := by rw [mem_unitaryGroup_iff'.mp hU, Matrix.one_mul, Matrix.mul_one]
    simp only [h2, hA, sub_self, Matrix.mul_zero, Matrix.zero_mul] at h1
    have hc : Continuous (fun M : Matrix n n ℂ => M i i) := continuous_id.matrix_elem i i
    have h3 := (hc.tendsto _).comp h1
    simpa only [Function.comp_def, diagonal_apply_eq, Matrix.zero_apply] using h3
  · intro h
    have hd : Tendsto (fun (k : ℕ) (i : n) => startFactor z t (e i) ^ 2 ^ k) atTop
        (𝓝 (fun _ => 0)) :=
      tendsto_pi_nhds.mpr fun i =>
        (tendsto_squaring_iff _).mpr ((startFactor_lt_one_iff z ht _).mpr (h i))
    have hc : Continuous (fun v : n → ℂ => diagonal v) := continuous_id.matrix_diagonal
    have h1 := (hc.tendsto _).comp hd
    -- recover the iterate from its residual
    have h2 := ((tendsto_const_nhds (x := (1 : Matrix n n ℂ))).sub
      ((h1.const_mul U).mul_const (star U))).const_mul (shifted U e z)⁻¹
    rw [diagonal_zero, Matrix.mul_zero, Matrix.zero_mul, sub_zero, Matrix.mul_one] at h2
    refine h2.congr fun k => ?_
    simp only [Function.comp_apply]
    rw [← green_residual hU, sub_sub_cancel, ← Matrix.mul_assoc, hA', Matrix.one_mul]

/-- If `Im z > 0` and `|z - x| ≤ R` with `R > 0`, the choice `t = Im z / R²` gives an initial
residual of squared modulus at most `1 - (Im z / R)²`. -/
theorem startFactor_bound {z : ℂ} (hz : 0 < z.im) {R x : ℝ} (hR : 0 < R)
    (hx : ‖z - (x : ℂ)‖ ≤ R) :
    ‖startFactor z (z.im / R ^ 2) x‖ ^ 2 ≤ 1 - (z.im / R) ^ 2 := by
  have ht : 0 ≤ z.im / R ^ 2 := by positivity
  have h1 := mul_le_mul_of_nonneg_left (pow_le_pow_left₀ (norm_nonneg _) hx 2) ht
  have h2 : z.im / R ^ 2 * R ^ 2 = z.im := div_mul_cancel₀ _ (by positivity)
  have h3 : z.im / R ^ 2 * z.im
      ≤ z.im / R ^ 2 * (2 * z.im - z.im / R ^ 2 * ‖z - (x : ℂ)‖ ^ 2) :=
    mul_le_mul_of_nonneg_left (by linarith) ht
  have h4 : (z.im / R) ^ 2 = z.im / R ^ 2 * z.im := by ring
  rw [norm_sq_startFactor, h4]
  linarith

/-- For unitary `U` and `Im z > 0`, if all orbital energies lie within a distance `R > 0` of
`z`, the iterates started with `t = Im z / R²` converge to the Green function. -/
theorem tendsto_green_of_bound {U : Matrix n n ℂ} (hU : U ∈ unitaryGroup n ℂ)
    (e : n → ℝ) {z : ℂ} (hz : 0 < z.im) {R : ℝ} (hR : 0 < R)
    (he : ∀ i, ‖z - (e i : ℂ)‖ ≤ R) :
    Tendsto (greenIterate U e z (z.im / R ^ 2)) atTop (𝓝 (shifted U e z)⁻¹) := by
  have ht : 0 < z.im / R ^ 2 := by positivity
  refine (tendsto_green_iff hU e hz ht).mpr fun i => (startFactor_lt_one_iff z ht _).mp ?_
  have h1 := startFactor_bound hz hR (he i)
  have h2 : 0 < (z.im / R) ^ 2 := by positivity
  nlinarith [norm_nonneg (startFactor z (z.im / R ^ 2) (e i))]

end

end NewtonSchulzGreen
```

```lean
#print axioms NewtonSchulzGreen.tendsto_green_iff
-- 'NewtonSchulzGreen.tendsto_green_iff' depends on axioms: [propext, Classical.choice, Quot.sound]
#print axioms NewtonSchulzGreen.tendsto_green_of_bound
-- 'NewtonSchulzGreen.tendsto_green_of_bound' depends on axioms: [propext, Classical.choice, Quot.sound]
```

## From squared residuals to convergence of the iterates

`newtonSchulz_residual` is the squaring law, by induction on the step number; `noncomm_ring` checks the algebra without assuming that $A$ and $X_k$ commute. `spectral_mul` multiplies matrices that share the same orbitals by cancelling $U^\dagger U$, and `shifted_spectral` diagonalises $z-H$. With these, `green_residual` obtains the entries $r_i^{2^k}$.

`norm_sq_startFactor` expands $|r|^2$ in real and imaginary parts. `startFactor_lt_one_iff` turns the result into the inequality for $t$, with `nlinarith` passing between $|r|^2<1$ and $|r|<1$. `tendsto_squaring_iff` treats the repeated squares: if $|r|\ge1$, a limit of zero would have modulus at least one; if $|r|<1$, the ordinary powers tend to zero, and so do those with exponents $2^k$.

The two directions of `tendsto_green_iff` use the two relations between $X_k$ and $R_k$. Given convergence of the iterates, the proof forms $U^\dagger R_kU$ and reads off its $i$-th diagonal entry, which must tend to zero. Given the inequalities, the diagonal matrices tend to zero, and multiplying by $U$, $U^\dagger$ and $A^{-1}$ carries this to $A^{-1}(\mathbb 1-R_k)$, which `h2.congr` identifies with $X_k$. The theorem for the safe start combines this equivalence with `startFactor_bound`.
